# With positive excitation energies and a positive definite interaction, an RPA instability on the imaginary axis appears first in the static channel

Take one channel, one excitation of energy $E>0$, a real amplitude $b$ and an interaction $v>0$. At imaginary frequency $iW$ the polarisation bubble is

$$X(W)=\frac{2E\,b^2}{W^2+E^2}.$$

It is largest at $W=0$. If $1/v-X(0)>0$, then $1/v-X(W)>0$ for every real $W$.

Now suppose that the interaction is strong enough for $1-vX(W)=0$ at some $W\neq0$. Then $2Eb^2v=W^2+E^2$, so $vX(0)=(W^2+E^2)/E^2>1$. The static condition $1-s\,vX(0)=0$ was therefore already met at the weaker coupling $sv$, with $s=E^2/(W^2+E^2)<1$.

With several channels, $X(W)$ and the interaction $V$ are matrices that need not commute, and numbers are replaced by quadratic forms:

$$X(W)=\sum_j w_j(W)\,b_jb_j^T,\qquad w_j(W)=\frac{2E_j}{W^2+E_j^2}.$$

In the code, `n` labels channels, `ι` labels excitations, and `bubble E b W` is $X(W)$. The variable $W$ ranges over all real numbers, which includes the bosonic Matsubara frequencies. The "static channel" means $W=0$, not one of the labels in `n`. The sign convention is that a positive $V$ enhances the response, as in $1-VX$. The Coulomb repulsion $v_{\mathrm C}$ in direct RPA screens the density response instead: its dielectric matrix is $1+v_{\mathrm C}X$, so it enters here as $V=-v_{\mathrm C}$ and causes no instability of this kind.

In Lean 4 with Mathlib:

```lean
import Mathlib

open Matrix

namespace RPAStaticInstability

variable {n ι : Type*} [Fintype n] [Fintype ι]

/-- The polarisation bubble `X(W) = ∑ j, 2 E_j b_j b_jᵀ / (W² + E_j²)` at imaginary frequency `W`,
for nonzero excitation energies `E_j` and real transition vectors `b_j`. -/
noncomputable def bubble (E : ι → ℝ) (b : ι → n → ℝ) (W : ℝ) : Matrix n n ℝ :=
  ∑ j, (2 * E j / (W ^ 2 + E j ^ 2)) • vecMulVec (b j) (b j)
```

## Finitely many real transition vectors

Physically, the spectrum is discrete and the transition amplitudes can be chosen real. A continuum of excitations and a frequency-dependent interaction lie outside this model.

By hand, reality gives $x^Tb_jb_j^Tx=(b_j\cdot x)^2$, and hence

$$x^TX(W)x=\sum_j w_j(W)\,(b_j\cdot x)^2 .$$

`bubble_quadratic` proves this by distributing the product over the sum, and `bubble_isHermitian` checks symmetry entry by entry. For complex vectors $b_jb_j^T$ need not be Hermitian; the single number $b=i$ even gives $b^2=-1$, which reverses the sign of the term.

```lean
/-- The quadratic form of the bubble is a weighted sum of squared overlaps with the
transition vectors. -/
theorem bubble_quadratic (E : ι → ℝ) (b : ι → n → ℝ) (W : ℝ) (x : n → ℝ) :
    x ⬝ᵥ bubble E b W *ᵥ x = ∑ j, 2 * E j / (W ^ 2 + E j ^ 2) * (b j ⬝ᵥ x) ^ 2 := by
  unfold bubble
  rw [Matrix.sum_mulVec, dotProduct_sum]
  refine Finset.sum_congr rfl fun j _ => ?_
  rw [smul_mulVec, dotProduct_smul, vecMulVec_mulVec, op_smul_eq_smul, dotProduct_smul,
    dotProduct_comm x (b j), smul_eq_mul, smul_eq_mul]
  ring

omit [Fintype n] in
/-- The bubble is a real symmetric matrix. -/
theorem bubble_isHermitian (E : ι → ℝ) (b : ι → n → ℝ) (W : ℝ) :
    (bubble E b W).IsHermitian := by
  refine Matrix.IsHermitian.ext fun i k => ?_
  simp only [bubble, Matrix.sum_apply, Matrix.smul_apply, vecMulVec_apply, smul_eq_mul,
    star_trivial]
  exact Finset.sum_congr rfl fun j _ => by ring
```

## Positive excitation energies

The hypothesis `hE` says that every $E_j>0$: each excitation costs energy relative to the reference state. If $|W|\le|W'|$, then $W^2+E_j^2\le W'^2+E_j^2$, so $w_j(W')\le w_j(W)$. Multiplying by the squared overlaps and summing gives

$$x^T\bigl(X(W)-X(W')\bigr)x\ge0\quad\text{for all }x .$$

`bubble_antitone` states this as `PosSemidef`. Its proof compares the two sums term by term, with `div_le_div_of_nonneg_left` supplying the inequality between weights.

Nonzero energies alone are not enough. In one channel take $E_1=2$, $b_1^2=10$, $E_2=-1$, $b_2^2=5$. Then $X(0)=10-10=0$, but $X(2)=5-2=3$. With $V=1/3$ the static channel is stable at every coupling, while $1-VX(2)=0$.

```lean
/-- For positive excitation energies the bubble does not increase, as a quadratic form, when the
magnitude of the imaginary frequency grows. -/
theorem bubble_antitone {E : ι → ℝ} (hE : ∀ j, 0 < E j) (b : ι → n → ℝ) {W W' : ℝ}
    (h : |W| ≤ |W'|) : (bubble E b W - bubble E b W').PosSemidef := by
  refine PosSemidef.of_dotProduct_mulVec_nonneg
    ((bubble_isHermitian E b W).sub (bubble_isHermitian E b W')) fun x => ?_
  rw [star_trivial, sub_mulVec, dotProduct_sub, bubble_quadratic, bubble_quadratic, sub_nonneg]
  refine Finset.sum_le_sum fun j _ => ?_
  have hj := hE j
  have hW := sq_le_sq.mpr h
  exact mul_le_mul_of_nonneg_right
    (div_le_div_of_nonneg_left (by positivity) (by positivity) (by linarith)) (sq_nonneg _)
```

## Static stability

The hypothesis `h0` says that $K-X(0)$ is positive definite, where $K$ stands for $V^{-1}$. Physically, the quadratic form governing static fluctuations has a strict minimum. By hand,

$$K-X(W)=\bigl(K-X(0)\bigr)+\bigl(X(0)-X(W)\bigr),$$

a positive definite matrix plus a positive semidefinite one, so the left side is positive definite. `stable_of_static_stable` adds the same two matrices with `add_posSemidef`.

No separate positivity assumption on $K$ is needed: $X(0)$ is positive semidefinite, so `h0` already forces $K$ to be positive definite.

Positivity of $V$ alone would not give stability. For $E=b=V=1$ one has $X(0)=2$ and $X(1)=1$, so $1-VX(1)=0$.

```lean
/-- Static stability implies stability at every imaginary frequency: for positive excitation
energies, if `K - X(0)` is positive definite, so is `K - X(W)`. Here `K` is any real matrix, such
as the inverse `V⁻¹` of an interaction. -/
theorem stable_of_static_stable {E : ι → ℝ} (hE : ∀ j, 0 < E j) (b : ι → n → ℝ)
    {K : Matrix n n ℝ} (h0 : (K - bubble E b 0).PosDef) (W : ℝ) :
    (K - bubble E b W).PosDef := by
  have h := h0.add_posSemidef (bubble_antitone hE b (W := 0) (W' := W) (by simp))
  rwa [sub_add_sub_cancel] at h
```

## The matrix K as the inverse interaction

The previous theorem holds for any real matrix $K$. The hypothesis `hVK`, that $VK=1$, connects it to the RPA determinant through

$$1-VX(W)=V\bigl(K-X(W)\bigr).$$

Both factors have nonzero determinant, the first because $\det V\det K=1$ and the second because it is positive definite. Hence $\det(1-VX(W))\neq0$ for every real $W$, which is `rpa_det_ne_zero`.

Without the relation between $V$ and $K$ the conclusion fails: with $E=b=V=1$ and $K=3$, $K-X(0)=1$ is positive, yet $1-VX(1)=0$.

In this finite model with a fixed bubble, a stability test on the imaginary axis therefore needs only the static matrix. The test is positive definiteness of $K-X(0)$, not merely a nonzero determinant. Passing it is sufficient for $\det(1-VX(W))\neq0$ at every real $W$, but not necessary: for $E=b=1$ and $V=-1$ it fails, although $1-VX(W)=1+X(W)>0$ throughout.

```lean
/-- For positive excitation energies and an interaction `V` with inverse `K`, static stability
excludes a zero of the RPA determinant `det (1 - V X(W))` at every real `W`. -/
theorem rpa_det_ne_zero [DecidableEq n] {E : ι → ℝ} (hE : ∀ j, 0 < E j) (b : ι → n → ℝ)
    {V K : Matrix n n ℝ} (hVK : V * K = 1) (h0 : (K - bubble E b 0).PosDef) (W : ℝ) :
    (1 - V * bubble E b W).det ≠ 0 := by
  have e : 1 - V * bubble E b W = V * (K - bubble E b W) := by rw [mul_sub, hVK]
  rw [e, det_mul]
  refine mul_ne_zero ?_ (stable_of_static_stable hE b h0 W).det_pos.ne'
  intro hz
  have h := congrArg Matrix.det hVK
  rw [det_mul, hz, zero_mul, det_one] at h
  exact zero_ne_one h
```

## A soft mode at nonzero frequency

The converse question begins with $\det(1-VX(W))=0$ at some $W\neq0$. Physically, a disturbance that grows in time as $e^{|W|t}$ then sustains itself without an external field. Its vector is called a soft mode here, although $W$ is not zero. There is a vector $x\neq0$ with $x=VX(W)x$, or $Kx=X(W)x$ with $K=V^{-1}$. If $x^TKx>0$, then

$$0<x^TKx=\sum_jw_j(W)(b_j\cdot x)^2,$$

so some overlap $b_j\cdot x$ is nonzero. For that $j$, $w_j(0)>w_j(W)$ strictly, because $W\neq0$. No other term is smaller at zero frequency, and therefore

$$x^TKx<x^TX(0)x .$$

`soft_mode_static_negative` follows these steps: `exists_ne_zero_of_sum_ne_zero` finds the overlap, and `sum_lt_sum` combines one strict inequality with the weak ones. Its hypothesis `hpos` excludes $x=0$ and modes that overlap with no transition vector, for which both sides would vanish.

At $W=0$ a strictly weaker coupling need not exist: if $vX(0)=1$ in one channel, then $1-s\,vX(0)=1-s$ is nonzero for $s<1$.

The word "first" invites a false formal statement, namely that a zero at $W\neq0$ implies a zero at $W=0$ for the same $V$. In the opening example $1-vX(0)=-W^2/E^2$, which is negative, not zero. The order of appearance concerns increasing coupling, and so the theorem compares $V$ with $sV$.

```lean
/-- Let the excitation energies be positive. A soft mode `K x = X(W) x` at `W ≠ 0` with
`xᵀ K x > 0` is a direction in which the static form `K - X(0)` is strictly negative. -/
theorem soft_mode_static_negative {E : ι → ℝ} (hE : ∀ j, 0 < E j) (b : ι → n → ℝ)
    {K : Matrix n n ℝ} {W : ℝ} (hW : W ≠ 0) {x : n → ℝ}
    (hx : K *ᵥ x = bubble E b W *ᵥ x) (hpos : 0 < x ⬝ᵥ K *ᵥ x) :
    x ⬝ᵥ K *ᵥ x < x ⬝ᵥ bubble E b 0 *ᵥ x := by
  rw [hx, bubble_quadratic] at hpos
  -- the mode overlaps with at least one transition vector
  obtain ⟨j, _, hj⟩ := Finset.exists_ne_zero_of_sum_ne_zero hpos.ne'
  have hbj : b j ⬝ᵥ x ≠ 0 := fun h => hj (by rw [h]; ring)
  have hW2 : 0 < W ^ 2 := by positivity
  rw [hx, bubble_quadratic, bubble_quadratic]
  refine Finset.sum_lt_sum (fun i _ => ?_) ⟨j, Finset.mem_univ j, ?_⟩
  · have hi := hE i
    exact mul_le_mul_of_nonneg_right
      (div_le_div_of_nonneg_left (by positivity) (by positivity) (by linarith)) (sq_nonneg _)
  · have hi := hE j
    exact mul_lt_mul_of_pos_right
      (div_lt_div_of_pos_left (by positivity) (by positivity) (by linarith)) (by positivity)
```

## A positive definite interaction

The hypothesis `hV` says that the interaction is symmetric and enhances fluctuations in every channel direction. It makes $K=V^{-1}$ positive definite, which supplies `hpos` and allows division by $x^TKx$.

Write $A=X(0)$, and let $y$ be the soft mode just found, so that $y^TKy<y^TAy$. The ratio $x^TAx/x^TKx$ is continuous on the unit sphere, which is compact and, since $y\neq0$, nonempty. Let $\mu$ be its maximum, attained at $x$. The ratio does not change when its argument is rescaled, so $\mu>1$ and

$$z^T(\mu K-A)z\ge0\quad\text{for all }z,$$

with equality at $z=x$. Put $P=\mu K-A$. For every $z$ and real $t$,

$$0\le(x+tz)^TP(x+tz)=2t\,z^TPx+t^2z^TPz,$$

which forces $z^TPx=0$. Hence $Px=0$, that is, $Ax=\mu Kx$.

`exists_critical_mode` proves this for any symmetric $A$. There `exists_isMaxOn` gives the maximiser, `hquad` extends the bound to all vectors, and `dotProduct_mulVec_zero_iff` turns the vanishing form into a null vector. The sphere in the code belongs to the maximum norm, which is harmless because the ratio is scale invariant.

```lean
/-- If a symmetric `A` exceeds a positive definite `K` in some direction, then `A x = μ K x` has a
solution with `μ > 1` and `x ≠ 0`. -/
theorem exists_critical_mode {A K : Matrix n n ℝ} (hA : A.IsHermitian) (hK : K.PosDef)
    {y : n → ℝ} (h : y ⬝ᵥ K *ᵥ y < y ⬝ᵥ A *ᵥ y) :
    ∃ μ : ℝ, 1 < μ ∧ ∃ x : n → ℝ, x ≠ 0 ∧ A *ᵥ x = μ • (K *ᵥ x) := by
  have hy : y ≠ 0 := by
    rintro rfl
    simp at h
  have hKpos : ∀ x : n → ℝ, x ≠ 0 → 0 < x ⬝ᵥ K *ᵥ x := fun x hx => by
    simpa only [star_trivial] using hK.dotProduct_mulVec_pos hx
  have hc : ∀ M : Matrix n n ℝ, Continuous fun x : n → ℝ => x ⬝ᵥ M *ᵥ x := fun M => by
    simp only [dotProduct, mulVec]
    fun_prop
  have hne : ∀ x ∈ Metric.sphere (0 : n → ℝ) 1, x ≠ 0 := by
    rintro x hx rfl
    simp at hx
  have hscale : ∀ x : n → ℝ, x ≠ 0 → ‖x‖⁻¹ • x ∈ Metric.sphere (0 : n → ℝ) 1 := fun x hx => by
    simp [norm_smul, hx]
  -- maximise the ratio of the two quadratic forms on the unit sphere
  obtain ⟨x, hx, hmax⟩ := (isCompact_sphere (0 : n → ℝ) 1).exists_isMaxOn ⟨_, hscale y hy⟩
    ((hc A).continuousOn.div (hc K).continuousOn fun x hx => (hKpos x (hne x hx)).ne')
  obtain ⟨μ, hμ⟩ : ∃ μ : ℝ, μ = (x ⬝ᵥ A *ᵥ x) / (x ⬝ᵥ K *ᵥ x) := ⟨_, rfl⟩
  have hquad : ∀ z : n → ℝ, z ⬝ᵥ A *ᵥ z ≤ μ * (z ⬝ᵥ K *ᵥ z) := by
    intro z
    by_cases hz : z = 0
    · simp [hz]
    have hr : ‖z‖⁻¹ ≠ 0 := inv_ne_zero (norm_ne_zero_iff.mpr hz)
    have h1 : ((‖z‖⁻¹ • z) ⬝ᵥ A *ᵥ (‖z‖⁻¹ • z)) / ((‖z‖⁻¹ • z) ⬝ᵥ K *ᵥ (‖z‖⁻¹ • z)) ≤ μ := by
      rw [hμ]
      exact isMaxOn_iff.mp hmax _ (hscale z hz)
    simp only [mulVec_smul, dotProduct_smul, smul_dotProduct, smul_eq_mul] at h1
    rwa [mul_div_mul_left _ _ hr, mul_div_mul_left _ _ hr, div_le_iff₀ (hKpos z hz)] at h1
  have hμ1 : 1 < μ := by
    by_contra hle
    nlinarith [hKpos y hy, hquad y, not_lt.mp hle]
  -- the maximiser is a null vector of the semidefinite matrix `μ K - A`
  have hH : (μ • K - A).IsHermitian := by
    unfold Matrix.IsHermitian
    rw [conjTranspose_sub, conjTranspose_smul, hK.isHermitian.eq, hA.eq, star_trivial]
  have hP : (μ • K - A).PosSemidef := PosSemidef.of_dotProduct_mulVec_nonneg hH fun z => by
    rw [star_trivial, sub_mulVec, smul_mulVec, dotProduct_sub, dotProduct_smul, smul_eq_mul]
    exact sub_nonneg.mpr (hquad z)
  have h0 := (hP.dotProduct_mulVec_zero_iff x).mp (by
    rw [star_trivial, sub_mulVec, smul_mulVec, dotProduct_sub, dotProduct_smul, smul_eq_mul, hμ,
      div_mul_cancel₀ _ (hKpos x (hne x hx)).ne', sub_self])
  rw [sub_mulVec, smul_mulVec] at h0
  exact ⟨μ, hμ1, x, hne x hx, (sub_eq_zero.mp h0).symm⟩
```

Multiplying $X(0)x=\mu V^{-1}x$ by $V$ gives $VX(0)x=\mu x$. With $s=1/\mu$,

$$\bigl(1-sVX(0)\bigr)x=0,\qquad 0<s<1 .$$

`static_instability_first` assembles the argument. It extracts the soft mode from the zero determinant, applies the two preceding lemmas and converts the static null vector back into a zero determinant. The bubble stays fixed while the coupling is scaled, so self-consistent changes of the excitation energies are left out.

Invertibility of $V$ alone is not enough. Take $E_1=1$, $E_2=2$, unit vectors $b_1,b_2$ along the two axes, and

$$V=\begin{pmatrix}-2&3\\-3&4\end{pmatrix}.$$

Then $X(2)=\mathrm{diag}(2/5,1/2)$ and $\det(1-VX(2))=1-6/5+1/5=0$. But $X(0)=\mathrm{diag}(2,1)$ gives $\det(1-sVX(0))=1+2s^2>0$. This $V$ is not symmetric. For a symmetric indefinite $V$ the argument above breaks down, because $x^TKx$ can vanish on the sphere, but the conclusion still holds, although the code does not prove it. The nonzero eigenvalues of $VX(W)$ are those of the symmetric matrix with entries $\sqrt{w_i(W)w_j(W)}\,b_i^TVb_j$, and if the largest eigenvalue of this matrix is positive at some $W\neq0$, it is strictly greater at $W=0$.

```lean
/-- The RPA instability first appears in the static channel: for positive excitation energies and
a positive definite interaction `V`, if `det (1 - V X(W)) = 0` at some `W ≠ 0`, then the static
determinant already vanishes for a weaker interaction `s V` with `0 < s < 1`. -/
theorem static_instability_first [DecidableEq n] {E : ι → ℝ} (hE : ∀ j, 0 < E j)
    (b : ι → n → ℝ) {V : Matrix n n ℝ} (hV : V.PosDef) {W : ℝ} (hW : W ≠ 0)
    (hdet : (1 - V * bubble E b W).det = 0) :
    ∃ s : ℝ, 0 < s ∧ s < 1 ∧ (1 - s • (V * bubble E b 0)).det = 0 := by
  have hu : IsUnit V.det := hV.det_pos.ne'.isUnit
  -- the soft mode at frequency `W`
  obtain ⟨v, hv0, hv⟩ := Matrix.exists_mulVec_eq_zero_iff.mpr hdet
  rw [sub_mulVec, one_mulVec, ← mulVec_mulVec] at hv
  have hmode : V⁻¹ *ᵥ v = bubble E b W *ᵥ v := by
    calc V⁻¹ *ᵥ v = V⁻¹ *ᵥ (V *ᵥ (bubble E b W *ᵥ v)) :=
          congrArg (fun z => V⁻¹ *ᵥ z) (sub_eq_zero.mp hv)
      _ = bubble E b W *ᵥ v := by rw [mulVec_mulVec, nonsing_inv_mul _ hu, one_mulVec]
  have hpos : 0 < v ⬝ᵥ V⁻¹ *ᵥ v := by
    simpa only [star_trivial] using hV.inv.dotProduct_mulVec_pos hv0
  -- it is statically unstable, so a static soft mode exists at weaker coupling
  obtain ⟨μ, hμ, x, hx0, hx⟩ := exists_critical_mode (bubble_isHermitian E b 0) hV.inv
    (soft_mode_static_negative hE b hW hmode hpos)
  have hμ0 : 0 < μ := by linarith
  refine ⟨μ⁻¹, inv_pos.mpr hμ0, inv_lt_one_of_one_lt₀ hμ,
    Matrix.exists_mulVec_eq_zero_iff.mp ⟨x, hx0, ?_⟩⟩
  rw [sub_mulVec, one_mulVec, smul_mulVec, ← mulVec_mulVec, hx, mulVec_smul, mulVec_mulVec,
    mul_nonsing_inv _ hu, one_mulVec, smul_smul, inv_mul_cancel₀ hμ0.ne', one_smul, sub_self]

end RPAStaticInstability
```

```lean
#print axioms RPAStaticInstability.rpa_det_ne_zero
#print axioms RPAStaticInstability.static_instability_first
```

```
'RPAStaticInstability.rpa_det_ne_zero' depends on axioms: [propext, Classical.choice, Quot.sound]
'RPAStaticInstability.static_instability_first' depends on axioms: [propext, Classical.choice, Quot.sound]
```
